# The Fermi level of an undoped system with finitely many levels tends to midgap as the temperature goes to zero

## Does charge neutrality send the Fermi level of an undoped system to midgap as T → 0?

Take one valence level at energy $E_v$ and one conduction level at $E_c \ge E_v$, with Fermi occupations at inverse temperature $\beta = 1/k_BT$ and chemical potential $\mu$. Neutrality on average says that the mean occupation of the upper level equals what is missing from the lower one:

$$\frac{1}{e^{\beta(E_c-\mu)}+1} = \frac{1}{e^{\beta(\mu-E_v)}+1}.$$

The two exponents must agree, so $\mu = (E_c+E_v)/2$ at every temperature. With a second conduction level this balance is disturbed, and $\mu$ has to move down to compensate. I have always been told that such shifts die out as $T \to 0$, leaving $\mu$ halfway between the lowest conduction level and the highest valence level, whatever the other levels do. Can this be made rigorous for arbitrary finite sets of levels, preferably with a proof checked by machine?

## Yes, and the shift is at most the logarithm of a level count, divided by β

**Setting up the two counts.** Let the conduction levels be $e_i$, $m \ge 1$ of them, and the valence levels $h_j$, $k \ge 1$ of them, with $h_j \le e_i$ for all $i,j$. Write $E_c = \min_i e_i$, $E_v = \max_j h_j$ and $f(\varepsilon) = 1/(e^{\beta(\varepsilon-\mu)}+1)$. The average electron and hole numbers, called simply electron and hole numbers below, are

$$n = \sum_i f(e_i), \qquad p = \sum_j \bigl(1-f(h_j)\bigr), \qquad 1-f(\varepsilon) = \frac{1}{e^{\beta(\mu-\varepsilon)}+1}.$$

Since $f$ decreases with energy and every term is positive, the band edges control both sums:

$$f(E_c) \le n \le m\,f(E_c), \qquad 1-f(E_v) \le p \le k\,\bigl(1-f(E_v)\bigr).$$

**The upper bound.** If $n = p$, then $f(E_c) \le k(1-f(E_v))$. Set $x = e^{\beta(\mu-E_v)}$ and $y = e^{\beta(E_c-\mu)}$. The inequality becomes $x+1 \le k(y+1)$, and $xy = e^{\beta(E_c-E_v)} \ge 1$ because the edges do not cross.

These two facts imply $x \le k^2y$. Suppose instead that $x > k^2y$. Multiplying by $x$ gives $x^2 > k^2xy \ge k^2$, hence $x > k$. Multiplying the occupation inequality by $k$ gives

$$kx + k \le k^2y + k^2 < x + k^2,$$

so $(k-1)(x-k) < 0$. That contradicts $k \ge 1$ and $x > k$.

Taking logarithms of $x \le k^2y$ yields $\beta(\mu-E_v) \le 2\log k + \beta(E_c-\mu)$, or

$$\mu \le \frac{E_c+E_v}{2} + \frac{\log k}{\beta}.$$

**The lower bound.** Reverse the sign of all energies and of $\mu$. Electrons and holes then exchange roles, and $1-f(E_v) \le p = n \le m f(E_c)$ is the same inequality as before, with $m$ in place of $k$. The result is $-\mu \le -(E_c+E_v)/2 + \log m/\beta$. Together,

$$\frac{E_c+E_v}{2} - \frac{\log m}{\beta} \;\le\; \mu \;\le\; \frac{E_c+E_v}{2} + \frac{\log k}{\beta}.$$

For $m=k=1$ both logarithms vanish and the exact answer for the pair returns.

**Existence, uniqueness and the limit.** At fixed $\beta$, every occupation is a continuous and strictly increasing function of $\mu$, and therefore so is $n-p$. The upper bound used only $n \le p$, and the lower bound only $p \le n$. Hence $n-p$ is positive above the upper bound and negative below the lower one. It therefore has a zero, and strict monotonicity allows only one. As $\beta \to \infty$ with the levels fixed, both bounds tend to midgap and squeeze $\mu$ between them.

**What the formal theorems say.** The levels are functions `e : ι → ℝ` and `h : κ → ℝ` on nonempty finite index types. Degenerate levels are simply repeated values, and spin is included by listing each spin state separately. `fermi β μ ε` is the occupation, `electrons` and `holes` are the two sums, and `midgap e h` is the average of `conductionEdge e` and `valenceEdge h`. Energies and $1/\beta$ share a unit, with Boltzmann's constant absorbed into $\beta$.

The main theorem, `tendsto_midgap`, takes two hypotheses:

- `gap` says that no valence level lies above any conduction level. Touching edges are allowed. The docstring of the theorem doesn't repeat this hypothesis, but the conclusion can fail without it: with conduction levels at 0 and 0.1 and one valence level at 1, `μ` tends to 0.05, while the average of the two edges is 0.5.
- `neutral` says that the function `μ : ℝ → ℝ` balances electrons and holes at every positive `β`. Physically, full valence levels and empty conduction levels make up the neutral reference state, and no charged dopants or defects contribute.

The conclusion is that `μ` tends to `midgap e h` as its argument goes to infinity. No continuity of `μ` is assumed, and its values at nonpositive `β` are irrelevant. `existsUnique_neutral` shows that exactly one neutral chemical potential exists at each positive `β`, so a function satisfying `neutral` is always available. `midgap_bounds` states the finite-temperature estimates, each under its own one-sided inequality.

The levels are fixed, independent of temperature and non-interacting. A continuous density of states is not covered: the bounds grow with the number of levels, so they give no uniform control when a band is sampled ever more finely.

In Lean 4 with Mathlib:

```lean
import Mathlib

open Filter Topology

namespace MidgapFermiLevel

noncomputable section

variable {ι κ : Type*} [Fintype ι] [Nonempty ι] [Fintype κ] [Nonempty κ]

/-- Fermi occupation of a level `ε` at inverse temperature `β` and chemical potential `μ`. -/
def fermi (β μ ε : ℝ) : ℝ := 1 / (Real.exp (β * (ε - μ)) + 1)

/-- Number of electrons in the conduction levels `e`. -/
def electrons (β μ : ℝ) (e : ι → ℝ) : ℝ := ∑ i, fermi β μ (e i)

/-- Number of holes in the valence levels `h`. -/
def holes (β μ : ℝ) (h : κ → ℝ) : ℝ := ∑ j, (1 - fermi β μ (h j))

/-- The lowest conduction level. -/
def conductionEdge (e : ι → ℝ) : ℝ := Finset.univ.inf' Finset.univ_nonempty e

/-- The highest valence level. -/
def valenceEdge (h : κ → ℝ) : ℝ := Finset.univ.sup' Finset.univ_nonempty h

/-- The energy halfway between the two band edges. -/
def midgap (e : ι → ℝ) (h : κ → ℝ) : ℝ := (conductionEdge e + valenceEdge h) / 2

lemma fermi_pos (β μ ε : ℝ) : 0 < fermi β μ ε := by
  unfold fermi
  positivity

lemma fermi_anti {β μ a b : ℝ} (hβ : 0 < β) (hab : a ≤ b) :
    fermi β μ b ≤ fermi β μ a := by
  unfold fermi
  apply one_div_le_one_div_of_le (by positivity)
  gcongr

/-- Particle-hole symmetry: the hole occupation of a level is the Fermi occupation with
level and chemical potential both reversed in sign. -/
theorem hole_eq_fermi_neg (β μ ε : ℝ) : 1 - fermi β μ ε = fermi β (-μ) (-ε) := by
  unfold fermi
  have hxy : Real.exp (β * (ε - μ)) * Real.exp (β * (-ε - -μ)) = 1 := by
    rw [← Real.exp_add, ← Real.exp_zero]
    congr 1
    ring
  have hx : Real.exp (β * (ε - μ)) + 1 ≠ 0 := by positivity
  have hy : Real.exp (β * (-ε - -μ)) + 1 ≠ 0 := by positivity
  rw [sub_eq_iff_eq_add, div_add_div _ _ hy hx, eq_div_iff (mul_ne_zero hy hx)]
  linear_combination hxy

/-- Let `β` be positive and `k ≥ 1`. If the occupation of a level `a` is at most `k` times the hole
occupation of a level `b` not above it, the chemical potential exceeds their midpoint by at most
`log k / β`. -/
theorem edge_bound {β μ a b k : ℝ} (hβ : 0 < β) (hk : 1 ≤ k) (hab : b ≤ a)
    (h : fermi β μ a ≤ k * (1 - fermi β μ b)) :
    μ ≤ (a + b) / 2 + Real.log k / β := by
  have hk0 : 0 < k := by linarith
  rw [hole_eq_fermi_neg] at h
  unfold fermi at h
  have hxy : 1 ≤ Real.exp (β * (-b - -μ)) * Real.exp (β * (a - μ)) := by
    rw [← Real.exp_add]
    apply Real.one_le_exp
    nlinarith [mul_nonneg hβ.le (sub_nonneg.2 hab)]
  have hratio : Real.exp (β * (-b - -μ)) ≤ k ^ 2 * Real.exp (β * (a - μ)) := by
    have hx := Real.exp_pos (β * (-b - -μ))
    have hy := Real.exp_pos (β * (a - μ))
    generalize Real.exp (β * (-b - -μ)) = x at *
    generalize Real.exp (β * (a - μ)) = y at *
    rw [mul_one_div, div_le_div_iff₀ (by linarith) (by linarith)] at h
    by_contra hc
    have hc' : k ^ 2 * y < x := not_le.1 hc
    -- a larger ratio would force x > k, against the occupation inequality
    have h1 : k ^ 2 * y * x < x * x := mul_lt_mul_of_pos_right hc' hx
    have h2 : k ^ 2 * 1 ≤ k ^ 2 * (x * y) := mul_le_mul_of_nonneg_left hxy (by positivity)
    have h3 : k < x := by nlinarith
    have h4 : k * (1 * (x + 1)) ≤ k * (k * (y + 1)) := mul_le_mul_of_nonneg_left h hk0.le
    have h5 : 0 ≤ (k - 1) * (x - k) := mul_nonneg (by linarith) (by linarith)
    nlinarith
  have hexp : k ^ 2 * Real.exp (β * (a - μ))
      = Real.exp (Real.log k + Real.log k + β * (a - μ)) := by
    rw [Real.exp_add, Real.exp_add, Real.exp_log hk0]
    ring
  rw [hexp, Real.exp_le_exp] at hratio
  have hfin : μ - (a + b) / 2 ≤ Real.log k / β := by
    rw [le_div_iff₀ hβ]
    nlinarith
  linarith

/-- At positive `β` the electron number lies between the occupation of the conduction edge and that
occupation times the number of conduction levels. -/
theorem electrons_bounds {β : ℝ} (hβ : 0 < β) (μ : ℝ) (e : ι → ℝ) :
    fermi β μ (conductionEdge e) ≤ electrons β μ e ∧
      electrons β μ e ≤ Fintype.card ι * fermi β μ (conductionEdge e) := by
  constructor
  · obtain ⟨i, -, hi⟩ := Finset.exists_mem_eq_inf' Finset.univ_nonempty e
    unfold conductionEdge electrons
    rw [hi]
    exact Finset.single_le_sum (f := fun i => fermi β μ (e i))
      (fun i _ => (fermi_pos β μ (e i)).le) (Finset.mem_univ i)
  · calc electrons β μ e ≤ ∑ _i : ι, fermi β μ (conductionEdge e) :=
          Finset.sum_le_sum fun i _ => fermi_anti hβ (Finset.inf'_le e (Finset.mem_univ i))
      _ = _ := by simp

/-- At positive `β` the hole number lies between the hole occupation of the valence edge and that
occupation times the number of valence levels. -/
theorem holes_bounds {β : ℝ} (hβ : 0 < β) (μ : ℝ) (h : κ → ℝ) :
    1 - fermi β μ (valenceEdge h) ≤ holes β μ h ∧
      holes β μ h ≤ Fintype.card κ * (1 - fermi β μ (valenceEdge h)) := by
  constructor
  · obtain ⟨j, -, hj⟩ := Finset.exists_mem_eq_sup' Finset.univ_nonempty h
    unfold valenceEdge holes
    rw [hj]
    exact Finset.single_le_sum (f := fun j => 1 - fermi β μ (h j))
      (fun j _ => by rw [hole_eq_fermi_neg]; exact (fermi_pos _ _ _).le) (Finset.mem_univ j)
  · calc holes β μ h ≤ ∑ _j : κ, (1 - fermi β μ (valenceEdge h)) :=
          Finset.sum_le_sum fun j _ =>
            sub_le_sub_left (fermi_anti hβ (Finset.le_sup' h (Finset.mem_univ j))) 1
      _ = _ := by rw [Finset.sum_const, Finset.card_univ, nsmul_eq_mul]

/-- At positive `β`, with no valence level above a conduction level, an electron number not
exceeding the hole number bounds `μ` from above, and the reverse inequality bounds it from below. -/
theorem midgap_bounds {β : ℝ} (hβ : 0 < β) (μ : ℝ) {e : ι → ℝ} {h : κ → ℝ}
    (gap : ∀ i j, h j ≤ e i) :
    (electrons β μ e ≤ holes β μ h → μ ≤ midgap e h + Real.log (Fintype.card κ) / β) ∧
      (holes β μ h ≤ electrons β μ e →
        midgap e h - Real.log (Fintype.card ι) / β ≤ μ) := by
  have hedge : valenceEdge h ≤ conductionEdge e :=
    Finset.sup'_le _ _ fun j _ => Finset.le_inf' _ _ fun i _ => gap i j
  have hm : (1 : ℝ) ≤ Fintype.card ι := by exact_mod_cast Fintype.card_pos (α := ι)
  have hk : (1 : ℝ) ≤ Fintype.card κ := by exact_mod_cast Fintype.card_pos (α := κ)
  obtain ⟨n1, n2⟩ := electrons_bounds hβ μ e
  obtain ⟨p1, p2⟩ := holes_bounds hβ μ h
  constructor
  · intro hnp
    exact edge_bound hβ hk hedge (n1.trans (hnp.trans p2))
  · intro hpn
    -- exchange the roles of electrons and holes
    have key := edge_bound (μ := -μ) hβ hm (neg_le_neg hedge) (by
      rw [← hole_eq_fermi_neg, ← hole_eq_fermi_neg, sub_sub_cancel]
      exact p1.trans (hpn.trans n2))
    unfold midgap
    linarith

/-- At positive `β` the electron number minus the hole number increases strictly with `μ`. -/
theorem imbalance_strictMono {β : ℝ} (hβ : 0 < β) (e : ι → ℝ) (h : κ → ℝ) :
    StrictMono fun μ => electrons β μ e - holes β μ h := by
  intro μ ν hμν
  have key : ∀ ε, fermi β μ ε < fermi β ν ε := by
    intro ε
    unfold fermi
    apply one_div_lt_one_div_of_lt (by positivity)
    gcongr
  have h1 : electrons β μ e < electrons β ν e :=
    Finset.sum_lt_sum_of_nonempty Finset.univ_nonempty fun i _ => key (e i)
  have h2 : holes β ν h < holes β μ h :=
    Finset.sum_lt_sum_of_nonempty Finset.univ_nonempty fun j _ => sub_lt_sub_left (key (h j)) 1
  change electrons β μ e - holes β μ h < electrons β ν e - holes β ν h
  linarith

/-- At every positive `β` exactly one chemical potential makes the electron and hole
numbers equal. -/
theorem existsUnique_neutral {β : ℝ} (hβ : 0 < β) {e : ι → ℝ} {h : κ → ℝ}
    (gap : ∀ i j, h j ≤ e i) : ∃! μ, electrons β μ e = holes β μ h := by
  have hcont : Continuous fun μ => electrons β μ e - holes β μ h := by
    have hf : ∀ ε, Continuous fun μ => fermi β μ ε := fun ε =>
      Continuous.div continuous_const (by fun_prop)
        (fun μ => (by positivity : Real.exp (β * (ε - μ)) + 1 ≠ 0))
    exact (continuous_finsetSum _ fun i _ => hf (e i)).sub
      (continuous_finsetSum _ fun j _ => continuous_const.sub (hf (h j)))
  have hm : 0 ≤ Real.log (Fintype.card ι) / β :=
    div_nonneg (Real.log_natCast_nonneg _) hβ.le
  have hk : 0 ≤ Real.log (Fintype.card κ) / β :=
    div_nonneg (Real.log_natCast_nonneg _) hβ.le
  -- the imbalance is at most zero at lo and at least zero at hi
  let lo := midgap e h - Real.log (Fintype.card ι) / β - 1
  let hi := midgap e h + Real.log (Fintype.card κ) / β + 1
  have hlo : electrons β lo e - holes β lo h ≤ 0 := by
    by_contra hc
    have := (midgap_bounds hβ lo gap).2 (by linarith)
    simp only [lo] at this
    linarith
  have hhi : 0 ≤ electrons β hi e - holes β hi h := by
    by_contra hc
    have := (midgap_bounds hβ hi gap).1 (by linarith)
    simp only [hi] at this
    linarith
  have hle : lo ≤ hi := by
    simp only [lo, hi]
    linarith
  obtain ⟨μ, -, hμ⟩ := intermediate_value_Icc hle hcont.continuousOn ⟨hlo, hhi⟩
  refine ⟨μ, sub_eq_zero.1 hμ, fun ν hν => ?_⟩
  exact (imbalance_strictMono hβ e h).injective ((sub_eq_zero.2 hν).trans hμ.symm)

/-- If `μ β` keeps the electron and hole numbers equal at every positive `β`, it tends to
the midpoint of the band edges as `β` grows. -/
theorem tendsto_midgap {e : ι → ℝ} {h : κ → ℝ} (gap : ∀ i j, h j ≤ e i) (μ : ℝ → ℝ)
    (neutral : ∀ β, 0 < β → electrons β (μ β) e = holes β (μ β) h) :
    Tendsto μ atTop (𝓝 (midgap e h)) := by
  have hz : ∀ c : ℝ, Tendsto (fun β : ℝ => c / β) atTop (𝓝 0) := fun c =>
    tendsto_const_nhds.div_atTop tendsto_id
  have hl : Tendsto (fun β : ℝ => midgap e h - Real.log (Fintype.card ι) / β) atTop
      (𝓝 (midgap e h)) := by
    simpa using (tendsto_const_nhds (x := midgap e h)).sub (hz (Real.log (Fintype.card ι)))
  have hu : Tendsto (fun β : ℝ => midgap e h + Real.log (Fintype.card κ) / β) atTop
      (𝓝 (midgap e h)) := by
    simpa using (tendsto_const_nhds (x := midgap e h)).add (hz (Real.log (Fintype.card κ)))
  -- squeeze between the two finite-temperature bounds
  refine tendsto_of_tendsto_of_tendsto_of_le_of_le' hl hu ?_ ?_
  · filter_upwards [eventually_gt_atTop (0 : ℝ)] with β hβ
    exact (midgap_bounds hβ (μ β) gap).2 (neutral β hβ).ge
  · filter_upwards [eventually_gt_atTop (0 : ℝ)] with β hβ
    exact (midgap_bounds hβ (μ β) gap).1 (neutral β hβ).le

end

end MidgapFermiLevel
```

```lean
#print axioms MidgapFermiLevel.existsUnique_neutral
#print axioms MidgapFermiLevel.tendsto_midgap
```

```
'MidgapFermiLevel.existsUnique_neutral' depends on axioms: [propext, Classical.choice, Quot.sound]
'MidgapFermiLevel.tendsto_midgap' depends on axioms: [propext, Classical.choice, Quot.sound]
```

**How the proof follows the derivation.** `hole_eq_fermi_neg` is the particle-hole symmetry. Its two exponentials multiply to one, and after clearing denominators that identity is all that is needed. `fermi_pos` and `fermi_anti` supply positivity and monotonicity in energy.

`edge_bound` is the central estimate, stated for two levels `b ≤ a` and a real factor `k ≥ 1`. After the symmetry is applied, `generalize` replaces the exponentials by plain variables `x` and `y`, leaving the algebraic claim $x \le k^2y$. The argument by contradiction has the same steps as above: `h1` and `h2` give $x^2 > k^2$, `h3` is $x > k$, `h4` is the occupation inequality multiplied by $k$, and `h5` is $(k-1)(x-k) \ge 0$. The final `nlinarith` combines them. Then `hexp` writes $k^2y$ as a single exponential, so that comparing exponents takes the place of taking logarithms.

`electrons_bounds` and `holes_bounds` compare the sums with the band edges. For the lower estimates they pick a level at which the minimum or maximum is attained and keep only that term. For the upper estimates they replace each term by the edge value.

`midgap_bounds` chains these inequalities into `edge_bound`. Its second half calls the same lemma with `-μ` and negated edges, which is the exchange of electrons and holes.

`imbalance_strictMono` proves that $n-p$ is strictly increasing. In `existsUnique_neutral`, the points `lo` and `hi` lie one energy unit outside the two bounds. A wrong sign of the imbalance at either point would contradict `midgap_bounds`, so the intermediate value theorem provides a root, and injectivity makes it unique. Finally, `tendsto_midgap` shows that a constant divided by `β` tends to zero and applies the squeeze theorem, using the bounds only for positive `β`.

**Finding the neutral level numerically.** An electronic-structure program with Fermi-Dirac smearing typically finds $\mu$ by fixing the total number of electrons. With $k$ electrons in all the levels, the condition $\sum_i f(e_i) + \sum_j f(h_j) = k$ is exactly $n = p$. For a finite set of non-interacting levels with fixed energies, the theorem therefore says that the exact solution $\mu$ of this condition tends to midgap as the smearing goes to zero.

The two bounds also give a starting bracket for bisection:

$$\left[\frac{E_c+E_v}{2}-\frac{\log m}{\beta},\; \frac{E_c+E_v}{2}+\frac{\log k}{\beta}\right].$$

At low temperature the hole occupation should be evaluated as $1/(e^{\beta(\mu-h_j)}+1)$. Subtracting $f(h_j)$ from one loses the small difference to rounding once $f(h_j)$ is very close to one. A solver that only compares the total electron count with $k$ has the same trouble: the count looks constant over much of the gap, and the returned $\mu$ can lie well away from midgap even though the exact root is close to it.
